# For a symmetric Fock matrix and an orthogonal projector, the squared Frobenius norm of the DIIS commutator is twice that of the virtual-occupied block

In a Hartree-Fock calculation the density matrix \(P\) projects onto the occupied spin-orbitals, \(Q = 1 - P\) projects onto the virtual ones, and \(F\) is the Fock matrix. At self-consistency \(F\) and \(P\) commute. DIIS (direct inversion in the iterative subspace) therefore uses the commutator \(C = FP - PF\) as its error matrix. The energy, for its part, responds to first order to mixing occupied with virtual orbitals through the block \(B = QFP\). The question is how the sizes of \(C\) and \(B\) are related.

All matrices are real and finite, in an orthonormal basis indexed by `n`. Size is measured by the squared Frobenius norm \(\|A\|^2 = \sum_{ij} A_{ij}^2\), called `frobSq`. The matrix norm switched on in the first lines of the code is a different one and serves only to define derivatives.

In Lean 4 with Mathlib:

```lean
import Mathlib

open Matrix

namespace DIISOrbitalGradient

noncomputable section

attribute [local instance] Matrix.linftyOpNormedRing Matrix.linftyOpNormedAlgebra

variable {n : Type*} [Fintype n] [DecidableEq n]
```

`diisError` is \(C\) and `virtOcc` is \(B\).

```lean
/-- The DIIS error matrix in an orthonormal basis: the commutator `FP - PF`. -/
def diisError (F P : Matrix n n ℝ) : Matrix n n ℝ := F * P - P * F

/-- The virtual-occupied block `QFP` of `F`, with `Q = 1 - P`. -/
def virtOcc (F P : Matrix n n ℝ) : Matrix n n ℝ := (1 - P) * F * P

/-- The squared Frobenius norm: the sum of the squares of all entries. -/
def frobSq (A : Matrix n n ℝ) : ℝ := ∑ i, ∑ j, A i j ^ 2
```

The Fock matrix is \(F = h + G(D)\), with core Hamiltonian \(h\) and a mean field \(G\) linear in the density \(D\). The energy is \(E(D) = \mathrm{tr}(hD) + \tfrac12 \mathrm{tr}(G(D)D)\), where the half prevents double counting. An orbital rotation with generator \(K\) carries \(P\) to \(e^{tK} P e^{-tK}\).

```lean
/-- The Fock matrix `h + G(D)`: core Hamiltonian plus mean field of the density `D`. -/
def fock (h : Matrix n n ℝ) (G : Matrix n n ℝ →ₗ[ℝ] Matrix n n ℝ)
    (D : Matrix n n ℝ) : Matrix n n ℝ := h + G D

/-- The Hartree-Fock energy `tr(hD) + ½ tr(G(D)D)` of a spin-orbital density matrix `D`. -/
def energy (h : Matrix n n ℝ) (G : Matrix n n ℝ →ₗ[ℝ] Matrix n n ℝ)
    (D : Matrix n n ℝ) : ℝ := trace (h * D) + (1 / 2) * trace (G D * D)

/-- The density matrix `exp(tK) P exp(-tK)` obtained from `P` with the generator `K`. -/
def rotated (P K : Matrix n n ℝ) (t : ℝ) : Matrix n n ℝ :=
  NormedSpace.exp (t • K) * P * NormedSpace.exp (t • (-K))
```

## The block identity holds for any two matrices

Expanding the blocks gives

\[ QFP - PFQ = (FP - PFP) - (PF - PFP) = FP - PF . \]

No property of \(F\) or \(P\) enters, and `noncomm_ring` does the same expansion.

```lean
/-- The commutator is the difference of the two off-diagonal blocks, `QFP - PFQ`. -/
theorem diisError_eq_blocks (F P : Matrix n n ℝ) :
    diisError F P = (1 - P) * F * P - P * F * (1 - P) := by
  unfold diisError
  noncomm_ring
```

## Symmetry of F and P makes the two blocks transposes

A real Fock matrix is symmetric because it represents a Hermitian operator in a real basis. Symmetry of \(P\) says that the projection is orthogonal. Together they give

\[ B^T = (QFP)^T = P^T F^T Q^T = PFQ, \qquad\text{so}\qquad C = B - B^T . \]

In the code these are `hF` and `hPs`, and the lemma below rewrites with both.

```lean
/-- For symmetric `F` and `P`, the occupied-virtual block `PFQ` is the transpose of `QFP`. -/
theorem virtOcc_transpose {F P : Matrix n n ℝ} (hF : Fᵀ = F) (hPs : Pᵀ = P) :
    (virtOcc F P)ᵀ = P * F * (1 - P) := by
  simp only [virtOcc, transpose_mul, transpose_sub, transpose_one, hF, hPs, mul_assoc]
```

Take \(P = \begin{pmatrix}1&0\\0&0\end{pmatrix}\) and the non-symmetric \(F = \begin{pmatrix}0&1\\0&0\end{pmatrix}\). Then \(B = 0\) but \(\|C\|^2 = 1\). For an orthogonal projector, what the factor of two needs is that \(QFP\) and \(PFQ\) have equal norms, which symmetry of \(F\) supplies.

An oblique projector can also break the relation: \(P = \begin{pmatrix}1&1\\0&0\end{pmatrix}\) with \(F = \begin{pmatrix}1&0\\0&0\end{pmatrix}\) again gives \(B = 0\) and \(\|C\|^2 = 1\). This bears on atomic-orbital codes, whose error matrix is \(FDS - SDF\) with overlap matrix \(S\). The passage to an orthonormal basis, for example with \(S^{-1/2}\) on both sides of that error, is the step that the hypotheses here leave to the reader.

## Idempotency removes the cross terms

The condition \(P^2 = P\), `hP` in the code, says that every spin-orbital is either full or empty, as in a single determinant. A closed-shell spatial density with occupations of two must be halved first.

By hand, idempotency gives \(PQ = P - P^2 = 0\), hence \(BB = QF(PQ)FP = 0\), and by transposition \(B^T B^T = 0\). With \(\|A\|^2 = \mathrm{tr}(A^T A)\),

\[ \|C\|^2 = \mathrm{tr}\big((B^T - B)(B - B^T)\big) = \mathrm{tr}(B^T B) - \mathrm{tr}(B^T B^T) - \mathrm{tr}(BB) + \mathrm{tr}(BB^T) = 2\|B\|^2 , \]

where the last step uses cyclicity of the trace.

```lean
omit [DecidableEq n] in
/-- The squared Frobenius norm is the trace of `AᵀA`. -/
theorem frobSq_eq_trace (A : Matrix n n ℝ) : frobSq A = trace (Aᵀ * A) := by
  simp only [frobSq, trace, diag_apply, mul_apply, transpose_apply, pow_two]
  exact Finset.sum_comm
```

In the next proof `hC` is \(C = B - B^T\), while `hB` and `hBt` are the two vanishing products. The `simp only` call expands the trace, and `trace_mul_comm` merges the two surviving terms.

```lean
/-- For symmetric `F` and a symmetric idempotent `P`, the squared Frobenius norm of the
DIIS error is twice that of the virtual-occupied block. -/
theorem frobSq_diisError {F P : Matrix n n ℝ} (hF : Fᵀ = F) (hPs : Pᵀ = P)
    (hP : P * P = P) : frobSq (diisError F P) = 2 * frobSq (virtOcc F P) := by
  have hC : diisError F P = virtOcc F P - (virtOcc F P)ᵀ := by
    rw [virtOcc_transpose hF hPs, diisError_eq_blocks, virtOcc]
  -- the block squares to zero because `PQ = 0`
  have hB : virtOcc F P * virtOcc F P = 0 := by
    calc virtOcc F P * virtOcc F P
        = (1 - P) * F * (P - P * P) * F * P := by unfold virtOcc; noncomm_ring
      _ = 0 := by rw [hP]; simp
  have hBt : (virtOcc F P)ᵀ * (virtOcc F P)ᵀ = 0 := by
    rw [← transpose_mul, hB, transpose_zero]
  rw [frobSq_eq_trace, frobSq_eq_trace, hC]
  simp only [transpose_sub, transpose_transpose, sub_mul, mul_sub, hB, hBt, trace_sub,
    trace_zero]
  rw [trace_mul_comm (virtOcc F P) (virtOcc F P)ᵀ]
  ring
```

The two matrices also vanish together. If \(FP = PF\), then \(B = QFP = QPF = 0\); if \(B = 0\), then \(C = B - B^T = 0\).

```lean
/-- For symmetric `F` and a symmetric idempotent `P`, the DIIS error vanishes exactly when
the virtual-occupied block does. -/
theorem diisError_eq_zero_iff {F P : Matrix n n ℝ} (hF : Fᵀ = F) (hPs : Pᵀ = P)
    (hP : P * P = P) : diisError F P = 0 ↔ virtOcc F P = 0 := by
  constructor
  · intro h
    have hc : F * P = P * F := sub_eq_zero.mp h
    calc virtOcc F P = (1 - P) * (F * P) := by rw [virtOcc, mul_assoc]
      _ = (P - P * P) * F := by rw [hc]; noncomm_ring
      _ = 0 := by rw [hP]; simp
  · intro h
    rw [diisError_eq_blocks, ← virtOcc_transpose hF hPs, ← virtOcc, h]
    simp
```

With fractional occupations both statements can fail. For \(P = \tfrac12 \cdot 1\) the commutator is zero, while \(B = \tfrac14 F\) is not unless \(F\) is.

## A self-adjoint mean field makes F the derivative of the energy

The condition `hG`, \(\mathrm{tr}(G(A)B') = \mathrm{tr}(A\,G(B'))\) for all matrices \(A\) and \(B'\), says that density \(A\) acts on \(B'\) as \(B'\) acts on \(A\). Coulomb and exchange terms built from real two-electron integrals have this property through the permutation symmetry of the integrals.

Along a differentiable curve \(D(t)\) with velocity \(D'\), the product rule gives

\[ \frac{dE}{dt} = \mathrm{tr}(hD') + \tfrac12 \mathrm{tr}(G(D')D) + \tfrac12 \mathrm{tr}(G(D)D') = \mathrm{tr}(FD') , \]

since \(\mathrm{tr}(G(D')D) = \mathrm{tr}(D'G(D)) = \mathrm{tr}(G(D)D')\). The code differentiates each trace as a continuous linear map and applies `hG` in the last rewrite.

```lean
/-- If the mean field `G` is self-adjoint under the trace, the energy changes along a
differentiable curve of matrices `D` at the rate `tr(F D')`, with `F` the Fock matrix. -/
theorem hasDerivAt_energy (h : Matrix n n ℝ) {G : Matrix n n ℝ →ₗ[ℝ] Matrix n n ℝ}
    (hG : ∀ A B, trace (G A * B) = trace (A * G B))
    {D : ℝ → Matrix n n ℝ} {D' : Matrix n n ℝ} {t : ℝ} (hD : HasDerivAt D D' t) :
    HasDerivAt (fun s => energy h G (D s)) (trace (fock h G (D t) * D')) t := by
  have tr : ∀ {A : ℝ → Matrix n n ℝ} {A' : Matrix n n ℝ}, HasDerivAt A A' t →
      HasDerivAt (fun s => trace (A s)) (trace A') t := fun hA =>
    (LinearMap.toContinuousLinearMap
      (Matrix.traceLinearMap n ℝ ℝ)).hasFDerivAt.comp_hasDerivAt t hA
  have hGD : HasDerivAt (fun s => G (D s)) (G D') t :=
    (LinearMap.toContinuousLinearMap G).hasFDerivAt.comp_hasDerivAt t hD
  have h1 := tr (hD.const_mul h)
  have h2 := tr (hGD.fun_mul hD)
  refine (h1.fun_add (h2.const_mul (1 / 2))).congr_deriv ?_
  -- self-adjointness makes the two mean-field terms equal
  simp only [fock, add_mul, trace_add]
  rw [hG D' (D t), trace_mul_comm D' (G (D t))]
  ring
```

For this slope it is enough that \(\mathrm{tr}(G(D')D) = \mathrm{tr}(G(D)D')\) for the density and velocity in question. Where that equality fails, the slope differs from \(\mathrm{tr}(FD')\) by half the discrepancy.

## A virtual-occupied generator turns the slope into the orbital gradient

The rotation has generator \(K = X - X^T\), with \(X = QXP\) (`hX`). Such an \(X\) mixes virtual orbitals into occupied ones, and antisymmetry of \(K\) keeps the orbitals orthonormal. Differentiating the two exponentials at \(t = 0\) gives the velocity \(KP - PK\).

```lean
/-- The density `exp(tK) P exp(-tK)` starts out with velocity `KP - PK`. -/
theorem hasDerivAt_rotated (P K : Matrix n n ℝ) :
    HasDerivAt (rotated P K) (K * P - P * K) 0 := by
  have h1 : HasDerivAt (fun t : ℝ => NormedSpace.exp (t • K)) K 0 := by
    have e := hasDerivAt_exp_smul_const K (0 : ℝ)
    simp only [zero_smul, NormedSpace.exp_zero, one_mul] at e
    exact e
  have h2 : HasDerivAt (fun t : ℝ => NormedSpace.exp (t • (-K))) (-K) 0 := by
    have e := hasDerivAt_exp_smul_const (-K) (0 : ℝ)
    simp only [zero_smul, NormedSpace.exp_zero, one_mul] at e
    exact e
  refine ((h1.mul_const P).fun_mul h2).congr_deriv ?_
  simp only [zero_smul, NormedSpace.exp_zero, mul_one, one_mul, mul_neg, sub_eq_add_neg]
```

From \(X = QXP\) follow \(XP = X\) and \(PX = 0\), and by transposition \(PX^T = X^T\) and \(X^T P = 0\). Hence

\[ KP - PK = XP - X^T P - PX + PX^T = X + X^T . \]

Symmetry of \(F\) gives \(\mathrm{tr}(FX) = \mathrm{tr}((FX)^T) = \mathrm{tr}(X^T F)\), so the slope is \(\mathrm{tr}(F(X + X^T)) = 2\,\mathrm{tr}(X^T F)\). Moreover

\[ \mathrm{tr}(X^T B) = \mathrm{tr}(X^T QFP) = \mathrm{tr}(X^T FP) = \mathrm{tr}(PX^T F) = \mathrm{tr}(X^T F) , \]

and the slope becomes \(2\,\mathrm{tr}(X^T B)\). With the inner product \(\mathrm{tr}(X^T Y)\) on virtual-occupied blocks, the gradient is \(2B\); calling \(B\) itself the orbital gradient leaves out the factor of two.

In the code, `hXP`, `hPX`, `hPXt` and `hXtP` are the four products, `hK` is the velocity, and `e1` and `e2` are the trace identities. Symmetry of the Fock matrix is assumed at \(P\); it follows if \(h\) is symmetric and \(G\) preserves symmetry.

```lean
/-- Let `P` be a symmetric idempotent, `G` self-adjoint under the trace and the Fock matrix
`F` symmetric. Rotating the orbitals with `X - Xᵀ`, where `X = QXP`, changes the
Hartree-Fock energy at the initial rate `2 tr(Xᵀ QFP)`. -/
theorem orbital_gradient {h P X : Matrix n n ℝ} {G : Matrix n n ℝ →ₗ[ℝ] Matrix n n ℝ}
    (hG : ∀ A B, trace (G A * B) = trace (A * G B))
    (hF : (fock h G P)ᵀ = fock h G P) (hPs : Pᵀ = P) (hP : P * P = P)
    (hX : (1 - P) * X * P = X) :
    HasDerivAt (fun t => energy h G (rotated P (X - Xᵀ) t))
      (2 * trace (Xᵀ * virtOcc (fock h G P) P)) 0 := by
  have hXP : X * P = X := by
    calc X * P = (1 - P) * X * P * P := by rw [hX]
      _ = (1 - P) * X * (P * P) := by rw [mul_assoc]
      _ = X := by rw [hP, hX]
  have hPX : P * X = 0 := by
    calc P * X = P * ((1 - P) * X * P) := by rw [hX]
      _ = (P - P * P) * X * P := by noncomm_ring
      _ = 0 := by rw [hP]; simp
  have hPXt : P * Xᵀ = Xᵀ := by
    have e := congrArg transpose hXP
    rwa [transpose_mul, hPs] at e
  have hXtP : Xᵀ * P = 0 := by
    have e := congrArg transpose hPX
    rwa [transpose_mul, hPs, transpose_zero] at e
  -- the initial velocity of the density is `X + Xᵀ`
  have hK : (X - Xᵀ) * P - P * (X - Xᵀ) = X + Xᵀ := by
    rw [sub_mul, mul_sub, hXP, hXtP, hPX, hPXt]
    abel
  have h0 : rotated P (X - Xᵀ) 0 = P := by
    simp only [rotated, zero_smul, NormedSpace.exp_zero, mul_one, one_mul]
  refine (hasDerivAt_energy h hG (hasDerivAt_rotated P (X - Xᵀ))).congr_deriv ?_
  rw [h0, hK]
  generalize fock h G P = F at hF ⊢
  have e1 : trace (F * X) = trace (Xᵀ * F) := by
    rw [← trace_transpose (F * X), transpose_mul, hF]
  have e2 : trace (Xᵀ * virtOcc F P) = trace (Xᵀ * F) := by
    calc trace (Xᵀ * virtOcc F P)
        = trace ((Xᵀ - Xᵀ * P) * F * P) := by
          congr 1
          unfold virtOcc
          noncomm_ring
      _ = trace (P * (Xᵀ * F)) := by rw [hXtP, sub_zero, trace_mul_comm]
      _ = trace (Xᵀ * F) := by rw [← mul_assoc, hPXt]
  rw [mul_add, trace_add, e1, trace_mul_comm F Xᵀ, e2]
  ring
```

For an arbitrary \(X\) the slope is \(2\,\mathrm{tr}(X^T B) - 2\,\mathrm{tr}(XB)\). The formula therefore needs only \(\mathrm{tr}(XB) = 0\), which can fail when \(X\) has an occupied-virtual part.

The choice \(X = B\) is allowed, because \(Q^2 = Q\) and \(P^2 = P\) give \(QBP = B\). The initial slope is then \(2\|B\|^2 = \|C\|^2\).

```lean
/-- Let `P` be a symmetric idempotent, `G` self-adjoint under the trace and the Fock matrix `F` at
`P` symmetric. Rotating the orbitals with the generator `X - Xᵀ`, where `X = QFP`, changes the
Hartree-Fock energy at an initial rate equal to the squared Frobenius norm of the DIIS error. -/
theorem slope_along_gradient {h P : Matrix n n ℝ} {G : Matrix n n ℝ →ₗ[ℝ] Matrix n n ℝ}
    (hG : ∀ A B, trace (G A * B) = trace (A * G B))
    (hF : (fock h G P)ᵀ = fock h G P) (hPs : Pᵀ = P) (hP : P * P = P) :
    HasDerivAt (fun t => energy h G
        (rotated P (virtOcc (fock h G P) P - (virtOcc (fock h G P) P)ᵀ) t))
      (frobSq (diisError (fock h G P) P)) 0 := by
  have hQ : (1 - P) * (1 - P) = 1 - P := by
    calc (1 - P) * (1 - P) = 1 - P - P + P * P := by noncomm_ring
      _ = 1 - P := by rw [hP]; abel
  have hX : (1 - P) * virtOcc (fock h G P) P * P = virtOcc (fock h G P) P := by
    calc (1 - P) * virtOcc (fock h G P) P * P
        = ((1 - P) * (1 - P)) * fock h G P * (P * P) := by
          simp only [virtOcc, mul_assoc]
      _ = virtOcc (fock h G P) P := by rw [hQ, hP, virtOcc]
  rw [frobSq_diisError hF hPs hP, frobSq_eq_trace]
  exact orbital_gradient hG hF hPs hP hX
```

For a real, symmetric, idempotent density, a symmetric Fock matrix and a self-adjoint mean field in a finite orthonormal basis, a DIIS convergence threshold on \(\|C\|\) is thus a threshold on the orbital gradient: \(\|C\| = \sqrt2\,\|B\|\), which is the norm of \(2B\) divided by \(\sqrt2\).

## Two orbitals are the smallest case with a non-zero error

With one orbital, \(P\) is 0 or 1 and both sides vanish. With two, let the first be occupied and take \(G(D) = \mathrm{tr}(D)\,1 - D\), the Coulomb minus exchange field of a unit repulsion between any two electrons.

```lean
/-- A two-orbital mean field `G(D) = tr(D) 1 - D`. -/
def modelField : Matrix (Fin 2) (Fin 2) ℝ →ₗ[ℝ] Matrix (Fin 2) (Fin 2) ℝ :=
  (Matrix.traceLinearMap (Fin 2) ℝ ℝ).smulRight 1 - LinearMap.id
```

For \(h = \begin{pmatrix}a&b\\b&c\end{pmatrix}\) the Fock matrix is \(\begin{pmatrix}a&b\\b&c+1\end{pmatrix}\). The occupied orbital feels no repulsion from itself. The only non-zero entry of \(B\) is \(b\), at the lower left, and

\[ C = \begin{pmatrix}0&-b\\b&0\end{pmatrix}, \qquad \|C\|^2 = 2b^2 . \]

The theorem checks this value and the conditions on \(G\), \(F\) and \(P\) by computing entries and traces.

```lean
/-- In the two-orbital model with core Hamiltonian `!![a, b; b, c]` and density
`P = !![1, 0; 0, 0]`, the mean field is self-adjoint under the trace, the Fock matrix is symmetric,
`P` is a symmetric idempotent, and the squared Frobenius norm of the DIIS error is `2b²`. -/
theorem orbital_gradient_witness (a b c : ℝ) :
    let h : Matrix (Fin 2) (Fin 2) ℝ := !![a, b; b, c]
    let P : Matrix (Fin 2) (Fin 2) ℝ := !![1, 0; 0, 0]
    (∀ A B, trace (modelField A * B) = trace (A * modelField B)) ∧
      (fock h modelField P)ᵀ = fock h modelField P ∧ Pᵀ = P ∧ P * P = P ∧
      frobSq (diisError (fock h modelField P) P) = 2 * b ^ 2 := by
  intro h P
  have hM : ∀ A, modelField A = trace A • (1 : Matrix (Fin 2) (Fin 2) ℝ) - A :=
    fun _ => rfl
  have hFock : fock h modelField P = !![a, b; b, c + 1] := by
    rw [fock, hM]
    ext i j
    fin_cases i <;> fin_cases j <;> simp [h, P, trace_fin_two]
  refine ⟨fun A B => ?_, ?_, ?_, ?_, ?_⟩
  · simp only [hM, sub_mul, mul_sub, smul_mul_assoc, mul_smul_comm, one_mul, mul_one,
      trace_sub, trace_smul, smul_eq_mul]
    ring
  · rw [hFock]
    ext i j
    fin_cases i <;> fin_cases j <;> simp
  · ext i j
    fin_cases i <;> fin_cases j <;> simp [P]
  · ext i j
    fin_cases i <;> fin_cases j <;> simp [P, Matrix.mul_apply, Fin.sum_univ_succ]
  · rw [hFock]
    simp [frobSq, diisError, P, Fin.sum_univ_succ]
    ring

end

end DIISOrbitalGradient
```

```lean
#print axioms DIISOrbitalGradient.frobSq_diisError
#print axioms DIISOrbitalGradient.diisError_eq_zero_iff
#print axioms DIISOrbitalGradient.slope_along_gradient
```

```
'DIISOrbitalGradient.frobSq_diisError' depends on axioms: [propext, Classical.choice, Quot.sound]
'DIISOrbitalGradient.diisError_eq_zero_iff' depends on axioms: [propext, Classical.choice, Quot.sound]
'DIISOrbitalGradient.slope_along_gradient' depends on axioms: [propext, Classical.choice, Quot.sound]
```

In the limit \(b \to 0\) the error vanishes whatever the order of \(a\) and \(c\). Rotating the occupied orbital by an angle \(\theta\) then gives the energy \(a\cos^2\theta + c\sin^2\theta\), which for \(a > c\) has a maximum at \(\theta = 0\). A zero DIIS error marks a stationary point, which need not be a minimum.
